# Detailed balance and a three-term recurrence for phonon sidebands in a one-mode Poisson model

An electronic transition coupled to one vibrational mode can create or remove phonons, and its spectrum splits into sidebands labelled by the net number $l$ of phonons emitted. If the emitted and absorbed numbers are independent Poisson variables with means $S(N+1)$ and $SN$, the sideband weights $p_l$ satisfy

$$p_{-l}=\left(\frac{N}{N+1}\right)^{l}p_l \quad (l=0,1,2,\dots),\qquad l\,p_l=S(N+1)\,p_{l-1}-SN\,p_{l+1}\quad (l\in\mathbb Z).$$

Here $S$ is the Huang–Rhys factor, which measures the coupling strength, and $N\ge 0$ is the mean thermal occupation of the mode, often written $\bar n$; it need not be an integer. For a single linearly coupled mode of unchanged frequency, initially in thermal equilibrium, and a transition dipole that does not depend on the vibrational coordinate, these relations can serve as checks on a computed vibronic spectrum once the factors that depend on the photon frequency are divided out.

## Sideband weights from two phonon counts

The Poisson probability of $n$ phonons at mean $a$ is $P_a(n)=e^{-a}a^n/n!$.

```lean
import Mathlib

open Nat (factorial)

namespace ThermalPhononSidebands

noncomputable section

/-- Poisson probability of counting `n` phonons when the mean number is `a ≥ 0`. -/
def poisson (a : ℝ) (n : ℕ) : ℝ := Real.exp (-a) * a ^ n / (factorial n : ℝ)
```

With $a=S(N+1)$ and $b=SN$, the joint probability of emitting $m$ phonons and absorbing $k$ is $P_a(m)P_b(k)$. Sideband $l$ keeps the pairs with $m-k=l$. In Lean a pair is `q : ℕ × ℕ`, with `q.1` emitted and `q.2` absorbed, and the difference is taken in the integers so that it may be negative.

```lean
/-- Joint probability of emitting `q.1` and absorbing `q.2` phonons, independently and with means
`S (N + 1)` and `S N`, kept only if the net number emitted is `l` and set to zero otherwise. It is a
probability when `S` and `N` are nonnegative. -/
def pairWeight (S N : ℝ) (l : ℤ) (q : ℕ × ℕ) : ℝ :=
  if (q.1 : ℤ) - (q.2 : ℤ) = l then poisson (S * (N + 1)) q.1 * poisson (S * N) q.2 else 0
```

The weight is the sum over all pairs,

$$p_l=\sum_{m-k=l}P_a(m)P_b(k).$$

The two Poisson laws enter as a definition. For a displaced oscillator in a thermal state, $l$ is the change in the vibrational quantum number and $p_l$ is its distribution; the counts $m$ and $k$ are not separately observable. Deriving this distribution from the Hamiltonian is the step that connects the weights to a real spectrum, and it is not carried out here. The definition accepts any real `S` and `N`; it describes probabilities when both are nonnegative.

```lean
/-- Weight of the `l`-th phonon sideband: the probability that the number of emitted phonons minus
the number of absorbed phonons is `l`, when `S` and `N` are nonnegative. -/
def sideband (S N : ℝ) (l : ℤ) : ℝ := ∑' q : ℕ × ℕ, pairWeight S N l q
```

In thermal equilibrium the occupation is fixed by $x=\hbar\omega/kT$, with $\omega$ the angular frequency of the mode and $T$ the temperature: $N=1/(e^x-1)$. In the product $kT$, $k$ is the Boltzmann constant and not a phonon count.

```lean
/-- Bose-Einstein occupation of a mode at reduced frequency `x = ħω / kT`, for `x > 0`. -/
def bose (x : ℝ) : ℝ := 1 / (Real.exp x - 1)
```

## Convergence of the weights

The series $\sum_n a^n/n!$ converges absolutely for every real $a$, and the constant factor $e^{-a}$ does not affect this.

```lean
/-- The Poisson probabilities have a convergent sum of absolute values. -/
theorem summable_poisson (a : ℝ) : Summable (fun n : ℕ => ‖poisson a n‖) := by
  have h : Summable (fun n : ℕ => Real.exp (-a) * (a ^ n / (factorial n : ℝ))) :=
    (Real.summable_pow_div_factorial a).mul_left (Real.exp (-a))
  have e : (fun n : ℕ => Real.exp (-a) * (a ^ n / (factorial n : ℝ))) = poisson a := by
    funext n
    unfold poisson
    rw [mul_div_assoc]
  rw [e] at h
  exact summable_norm_iff.mpr h
```

The product of two absolutely convergent series converges as a sum over pairs, and so does its restriction to any subset of pairs. The Lean proof expresses the restriction to $m-k=l$ as an indicator function and checks that it agrees with `pairWeight`.

```lean
/-- The series that defines a sideband weight converges. -/
theorem summable_pairWeight (S N : ℝ) (l : ℤ) : Summable (pairWeight S N l) := by
  have h : Summable (fun q : ℕ × ℕ => poisson (S * (N + 1)) q.1 * poisson (S * N) q.2) :=
    summable_mul_of_summable_norm (f := poisson (S * (N + 1))) (g := poisson (S * N))
      (summable_poisson _) (summable_poisson _)
  -- a sideband keeps a subset of the terms of the convergent double series
  have hs := h.indicator {q : ℕ × ℕ | (q.1 : ℤ) - (q.2 : ℤ) = l}
  refine (congrArg (fun f => Summable f) (funext fun q => ?_)).mpr hs
  unfold pairWeight
  by_cases c : (q.1 : ℤ) - (q.2 : ℤ) = l
  · have hq : q ∈ {q : ℕ × ℕ | (q.1 : ℤ) - (q.2 : ℤ) = l} := by simpa using c
    rw [if_pos c, Set.indicator_of_mem hq]
  · have hq : q ∉ {q : ℕ × ℕ | (q.1 : ℤ) - (q.2 : ℤ) = l} := by simpa using c
    rw [if_neg c, Set.indicator_of_notMem hq]
```

## Exchanging emission and absorption

Put $r=N/(N+1)$, so that $b=ra$ and $b^l=r^la^l$. A pair in sideband $-l$ has $k$ phonons emitted and $k+l$ absorbed. Its probability is

$$P_a(k)P_b(k+l)=e^{-a-b}\frac{a^k\,b^{k+l}}{k!\,(k+l)!}
=r^l\,e^{-a-b}\frac{a^{k+l}\,b^k}{(k+l)!\,k!}=r^l\,P_a(k+l)P_b(k).$$

The last product is the probability of the mirror pair, which lies in sideband $l$. Summing over $k$ gives $p_{-l}=r^lp_l$. At $N=0$ this says that $p_{-l}=0$ for $l\ge1$: there are no phonons to absorb.

In the proof, `hp` is the identity $b^l=r^la^l$, and the final `linear_combination` multiplies it by the factors common to both sides. Pairs outside the sideband contribute zero on both sides.

```lean
/-- Detailed balance of the sidebands: for occupation `N ≥ 0`, the weight of sideband `-l` is
`(N / (N + 1)) ^ l` times the weight of sideband `l`, for every natural number `l`. -/
theorem detailed_balance (S : ℝ) {N : ℝ} (hN : 0 ≤ N) (l : ℕ) :
    sideband S N (-(l : ℤ)) = (N / (N + 1)) ^ l * sideband S N l := by
  have hne : N + 1 ≠ 0 := by positivity
  have hb : S * N = N / (N + 1) * (S * (N + 1)) := by
    linear_combination (-S) * div_mul_cancel₀ N hne
  have hp : (S * N) ^ l = (N / (N + 1)) ^ l * (S * (N + 1)) ^ l := by
    rw [← mul_pow, ← hb]
  unfold sideband
  -- exchange the emitted and absorbed phonon numbers, then compare term by term
  rw [← (Equiv.prodComm ℕ ℕ).tsum_eq (pairWeight S N (-(l : ℤ))), ← tsum_mul_left]
  apply tsum_congr
  rintro ⟨m, k⟩
  change pairWeight S N (-(l : ℤ)) (k, m) = _
  simp only [pairWeight]
  by_cases h : (m : ℤ) - (k : ℤ) = l
  · have h' : (k : ℤ) - (m : ℤ) = -(l : ℤ) := by omega
    rw [if_pos h', if_pos h]
    have hm : m = k + l := by omega
    rw [hm]
    generalize N / (N + 1) = r at hp ⊢
    generalize S * (N + 1) = a at hp ⊢
    generalize S * N = b at hp ⊢
    simp only [poisson, pow_add]
    linear_combination (Real.exp (-a) * a ^ k / (factorial k : ℝ) *
      (Real.exp (-b) * b ^ k / (factorial (k + l) : ℝ))) * hp
  · have h' : ¬ (k : ℤ) - (m : ℤ) = -(l : ℤ) := by omega
    rw [if_neg h', if_neg h, mul_zero]
```

### Relabelling the sum with `Equiv.tsum_eq`

The exchange of the two counts is a change of summation index. Mathlib's `Equiv.tsum_eq` states that $\sum_q f(\varphi(q))=\sum_q f(q)$ for any bijection $\varphi$, and `Equiv.prodComm ℕ ℕ` is the bijection that swaps the entries of a pair. Used from right to left, it turns the sum for sideband $-l$ into one whose term at $(m,k)$ is the old term at $(k,m)$. After `tsum_mul_left` has moved $r^l$ inside the other sum, `tsum_congr` leaves only the comparison of single terms.

None of these lemmas asks for a convergence hypothesis. Lean gives a sum that does not converge the value 0, and neither a relabelling nor multiplication by a nonzero constant changes whether a sum converges; for the constant 0 both sides vanish. The separate convergence theorem ensures that the weights are the values of convergent series.

## The Boltzmann factor and the temperature

For $x>0$ we have $e^x>1$, and

$$N+1=\frac{e^x}{e^x-1},\qquad \frac{N}{N+1}=e^{-x}.$$

```lean
/-- For a Bose-Einstein occupation at `x > 0`, the ratio `N / (N + 1)` is the Boltzmann factor
`exp (-x)`. -/
theorem bose_ratio {x : ℝ} (hx : 0 < x) : bose x / (bose x + 1) = Real.exp (-x) := by
  have hne : Real.exp x - 1 ≠ 0 := by
    have h : 0 < Real.exp x - 1 := by linarith [Real.add_one_le_exp x]
    exact h.ne'
  have h2 : 1 / (Real.exp x - 1) + 1 = Real.exp x / (Real.exp x - 1) := by
    rw [eq_div_iff hne, add_mul, div_mul_cancel₀ _ hne]
    ring
  unfold bose
  rw [h2, div_div_div_cancel_right₀ hne, one_div, Real.exp_neg]
```

Raising this to the power $l$ gives the thermal form $p_{-l}=e^{-lx}p_l$.

```lean
/-- In thermal equilibrium at `x = ħω / kT > 0`, the weight of sideband `-l` is the Boltzmann factor
`exp (-l x)` times the weight of sideband `l`, for every natural number `l`. -/
theorem thermal_detailed_balance (S : ℝ) {x : ℝ} (hx : 0 < x) (l : ℕ) :
    sideband S (bose x) (-(l : ℤ)) = Real.exp (-(l * x)) * sideband S (bose x) l := by
  have hN : 0 ≤ bose x := by
    have h : 0 ≤ Real.exp x - 1 := by linarith [Real.add_one_le_exp x]
    exact div_nonneg zero_le_one h
  rw [detailed_balance S hN, bose_ratio hx, ← Real.exp_nat_mul, mul_neg]
```

To form a ratio of weights we need them to be nonzero. For $S>0$, $N\ge0$ and $l\ge0$, all terms are nonnegative, and the pair with $l$ phonons emitted and none absorbed already gives

$$p_l\ge P_a(l)P_b(0)=e^{-a-b}\frac{a^l}{l!}>0.$$

```lean
/-- For coupling `S > 0` and occupation `N ≥ 0`, every sideband with `l ≥ 0` has positive
weight. -/
theorem sideband_pos {S N : ℝ} (hS : 0 < S) (hN : 0 ≤ N) (l : ℕ) : 0 < sideband S N l := by
  refine (summable_pairWeight S N l).tsum_pos (fun q => ?_) (l, 0) ?_
  · unfold pairWeight poisson
    split_ifs
    · positivity
    · exact le_rfl
  · -- emission of `l` phonons without any absorption already contributes
    have e : pairWeight S N l (l, 0) = poisson (S * (N + 1)) l * poisson (S * N) 0 := by
      simp [pairWeight]
    rw [e]
    simp only [poisson, pow_zero]
    positivity
```

Hence $p_l/p_{-l}=e^{lx}$, and for $l\ge1$

$$x=\frac1l\ln\frac{p_l}{p_{-l}}.$$

Within this one-mode model, two mirror sidebands determine $\hbar\omega/kT$ without knowledge of $S$. The value $S=0$ is excluded because all the weight then sits at $l=0$. Measured intensities also carry factors that depend on the photon frequency, which have to be divided out first.

```lean
/-- Sideband thermometry: for `S > 0`, `x = ħω / kT > 0` and `l ≥ 1`, the reduced frequency `x` is
the logarithm of the ratio of the weights of sidebands `l` and `-l`, divided by `l`. -/
theorem sideband_thermometry {S x : ℝ} (hS : 0 < S) (hx : 0 < x) {l : ℕ} (hl : 1 ≤ l) :
    x = Real.log (sideband S (bose x) l / sideband S (bose x) (-(l : ℤ))) / l := by
  have hN : 0 ≤ bose x := by
    have h : 0 ≤ Real.exp x - 1 := by linarith [Real.add_one_le_exp x]
    exact div_nonneg zero_le_one h
  have hw := sideband_pos hS hN l
  have hl0 : (l : ℝ) ≠ 0 := Nat.cast_ne_zero.mpr (by omega)
  have hr : sideband S (bose x) l / sideband S (bose x) (-(l : ℤ)) = Real.exp (l * x) := by
    rw [thermal_detailed_balance S hx, div_eq_iff (mul_pos (Real.exp_pos _) hw).ne',
      ← mul_assoc, ← Real.exp_add, add_neg_cancel, Real.exp_zero, one_mul]
  rw [hr, Real.log_exp, mul_div_cancel_left₀ x hl0]
```

## Removing one phonon at a time

Multiplying a Poisson probability by its count lowers the count by one:

$$(n+1)P_a(n+1)=e^{-a}\frac{a^{n+1}}{n!}=a\,P_a(n).$$

```lean
/-- Ladder relation of the Poisson law: `n + 1` times the probability of `n + 1` phonons is the
mean `a` times the probability of `n` phonons. -/
theorem poisson_succ (a : ℝ) (n : ℕ) :
    ((n + 1 : ℕ) : ℝ) * poisson a (n + 1) = a * poisson a n := by
  have h1 : (factorial n : ℝ) ≠ 0 := Nat.cast_ne_zero.mpr (Nat.factorial_ne_zero n)
  have h2 : (n : ℝ) + 1 ≠ 0 := by positivity
  unfold poisson
  rw [Nat.factorial_succ, pow_succ]
  push_cast
  field_simp
```

Now weight sideband $l$ by the emitted number. The terms with $m=0$ vanish, and setting $m=m'+1$ gives

$$\sum_{m-k=l}m\,P_a(m)P_b(k)=a\sum_{m'-k=l-1}P_a(m')P_b(k)=S(N+1)\,p_{l-1}.$$

Weighting by the absorbed number, with $k=k'+1$, gives in the same way

$$\sum_{m-k=l}k\,P_a(m)P_b(k)=b\sum_{m-k'=l+1}P_a(m)P_b(k')=SN\,p_{l+1}.$$

Both series converge, so they may be subtracted term by term. Since $m-k=l$ throughout the sideband, the difference is $l\,p_l$.

In Lean these two sums are `he` and `ha`. The shift by one is injective but misses zero, so `hasSum_iff` also asks for a proof that the missed terms vanish. The closing step uses the uniqueness of the value of a convergent sum. The recurrence holds for every integer `l` and all real `S` and `N`.

```lean
/-- Neighbouring sidebands are tied by a three-term recurrence:
`l p_l = S (N + 1) p_(l-1) - S N p_(l+1)` for every integer `l`. -/
theorem sideband_recurrence (S N : ℝ) (l : ℤ) :
    (l : ℝ) * sideband S N l =
      S * (N + 1) * sideband S N (l - 1) - S * N * sideband S N (l + 1) := by
  -- weighting by the emitted number removes one emitted phonon
  have he : HasSum (fun q : ℕ × ℕ => (q.1 : ℝ) * pairWeight S N l q)
      (S * (N + 1) * sideband S N (l - 1)) := by
    have hi : Function.Injective (fun q : ℕ × ℕ => (q.1 + 1, q.2)) := by
      rintro ⟨a, b⟩ ⟨c, d⟩ h
      simpa using h
    refine (hi.hasSum_iff ?_).mp ?_
    · rintro ⟨m, k⟩ hq
      cases m with
      | zero => simp
      | succ m => exact absurd ⟨(m, k), rfl⟩ hq
    · have h := (summable_pairWeight S N (l - 1)).hasSum.mul_left (S * (N + 1))
      refine (congrArg (fun f => HasSum f _) (funext fun q => ?_)).mpr h
      change ((q.1 + 1 : ℕ) : ℝ) * pairWeight S N l (q.1 + 1, q.2) = _
      simp only [pairWeight]
      by_cases c : (q.1 : ℤ) - (q.2 : ℤ) = l - 1
      · rw [if_pos (by omega), if_pos c]
        linear_combination poisson (S * N) q.2 * poisson_succ (S * (N + 1)) q.1
      · rw [if_neg (by omega), if_neg c, mul_zero, mul_zero]
  -- weighting by the absorbed number removes one absorbed phonon
  have ha : HasSum (fun q : ℕ × ℕ => (q.2 : ℝ) * pairWeight S N l q)
      (S * N * sideband S N (l + 1)) := by
    have hi : Function.Injective (fun q : ℕ × ℕ => (q.1, q.2 + 1)) := by
      rintro ⟨a, b⟩ ⟨c, d⟩ h
      simpa using h
    refine (hi.hasSum_iff ?_).mp ?_
    · rintro ⟨m, k⟩ hq
      cases k with
      | zero => simp
      | succ k => exact absurd ⟨(m, k), rfl⟩ hq
    · have h := (summable_pairWeight S N (l + 1)).hasSum.mul_left (S * N)
      refine (congrArg (fun f => HasSum f _) (funext fun q => ?_)).mpr h
      change ((q.2 + 1 : ℕ) : ℝ) * pairWeight S N l (q.1, q.2 + 1) = _
      simp only [pairWeight]
      by_cases c : (q.1 : ℤ) - (q.2 : ℤ) = l + 1
      · rw [if_pos (by omega), if_pos c]
        linear_combination poisson (S * (N + 1)) q.1 * poisson_succ (S * N) q.2
      · rw [if_neg (by omega), if_neg c, mul_zero, mul_zero]
  -- on sideband `l` the difference of the two numbers is `l`
  refine ((summable_pairWeight S N l).hasSum.mul_left (l : ℝ)).unique ?_
  refine (congrArg (fun f => HasSum f _) (funext fun q => ?_)).mpr (he.sub ha)
  simp only [pairWeight]
  split_ifs with c
  · rw [← c]
    push_cast
    ring
  · simp

end

end ThermalPhononSidebands
```

```lean
#print axioms ThermalPhononSidebands.sideband_thermometry
-- 'ThermalPhononSidebands.sideband_thermometry' depends on axioms: [propext, Classical.choice, Quot.sound]
#print axioms ThermalPhononSidebands.sideband_recurrence
-- 'ThermalPhononSidebands.sideband_recurrence' depends on axioms: [propext, Classical.choice, Quot.sound]
```
